# A non-negative perturbation never raises the inverse of a finite-dimensional positive definite Hamiltonian, and lowers it by at most the first-order term

Let `P` be a positive definite and `Q` a positive semidefinite complex matrix of the same finite size, for instance a Hamiltonian with strictly positive energies and a non-negative perturbation. The theorem `inv_add_bounds` states that `(P + Q)⁻¹` lies between `P⁻¹ - P⁻¹ * Q * P⁻¹`, its expansion to first order in `Q`, and `P⁻¹`. The order is that of matrices, where `A ≤ B` means that `B - A` is positive semidefinite; `Q` need not be small or commute with `P`. For each bound the attempt builds a matrix known to be positive semidefinite, rewrites it with the resolvent identity, and tries to match it to the required difference.

In Lean, a first try:

```lean
import Mathlib

open Matrix Filter Topology
open scoped ComplexOrder MatrixOrder

namespace InvAddBounds

noncomputable section

variable {n : Type*} [Fintype n] [DecidableEq n]

/-- Resolvent identity, in both orders, for a positive definite `P` and a positive
semidefinite `Q`. -/
theorem resolvent_identity {P Q : Matrix n n ℂ} (hP : P.PosDef) (hQ : Q.PosSemidef) :
    (P + Q)⁻¹ * Q * P⁻¹ = P⁻¹ - (P + Q)⁻¹ ∧ P⁻¹ * Q * (P + Q)⁻¹ = P⁻¹ - (P + Q)⁻¹ := by
  have hS := (hP.add_posSemidef hQ).det_pos.ne'.isUnit
  have hP' := hP.det_pos.ne'.isUnit
  have hQ' : Q = (P + Q) - P := by abel
  constructor
  · calc (P + Q)⁻¹ * Q * P⁻¹ = (P + Q)⁻¹ * ((P + Q) - P) * P⁻¹ := by rw [← hQ']
      _ = P⁻¹ - (P + Q)⁻¹ := by
        rw [mul_sub, sub_mul, Matrix.nonsing_inv_mul _ hS, one_mul, mul_assoc,
          Matrix.mul_nonsing_inv _ hP', mul_one]
  · calc P⁻¹ * Q * (P + Q)⁻¹ = P⁻¹ * ((P + Q) - P) * (P + Q)⁻¹ := by rw [← hQ']
      _ = P⁻¹ - (P + Q)⁻¹ := by
        rw [mul_sub, sub_mul, Matrix.nonsing_inv_mul _ hP', one_mul, mul_assoc,
          Matrix.mul_nonsing_inv _ hS, mul_one]

/-- For positive definite `P` and positive semidefinite `Q`, the inverse of `P + Q` lies between
its first-order expansion in `Q` and its zeroth-order value. -/
theorem inv_add_bounds {P Q : Matrix n n ℂ} (hP : P.PosDef) (hQ : Q.PosSemidef) :
    P⁻¹ - P⁻¹ * Q * P⁻¹ ≤ (P + Q)⁻¹ ∧ (P + Q)⁻¹ ≤ P⁻¹ := by
  have hR := (hP.add_posSemidef hQ).inv
  obtain ⟨a, b⟩ := resolvent_identity hP hQ
  constructor
  · -- the remainder is `P⁻¹ Q (P + Q)⁻¹ Q P⁻¹`
    have h := hR.posSemidef.conjTranspose_mul_mul_same (Q * P⁻¹)
    rw [conjTranspose_mul, hP.inv.isHermitian.eq, hQ.isHermitian.eq, b, sub_mul,
      ← mul_assoc, ← mul_assoc, a] at h
    rw [Matrix.le_iff]
    convert h using 1
    abel
  · -- the difference is `R Q R + R Q P⁻¹ Q R` with `R = (P + Q)⁻¹`
    have h1 := hQ.conjTranspose_mul_mul_same (P + Q)⁻¹
    have h2 := hP.inv.posSemidef.conjTranspose_mul_mul_same (Q * (P + Q)⁻¹)
    rw [hR.isHermitian.eq] at h1
    rw [conjTranspose_mul, hR.isHermitian.eq, hQ.isHermitian.eq, a, sub_mul,
      ← mul_assoc, ← mul_assoc, b] at h2
    rw [Matrix.le_iff]
    convert h1.add h2 using 1
    abel

end

end InvAddBounds
```

The error:

```
Main.lean:42:4: error: `abel_nf` made no progress on the goal
Main.lean:51:4: error: `abel_nf` made no progress on the goal
```

Diagnosis. In both halves `abel` was run on a goal that was not the intended matrix equation. When `abel` can't close a goal it falls back on `abel_nf`, which rewrites any sums and differences it finds. The matrix equation contains differences it would have rewritten, so "made no progress" means that the goal in front of it had none.

That goal came from `convert … using 1`, which matches the two `PosSemidef` claims argument by argument. Besides the matrix, `PosSemidef` has implicit arguments that supply the structure on ℂ, such as its order. `Matrix.le_iff` is stated for a general `RCLike` field and gets this structure through ℂ's `RCLike` instance, while the hypotheses can get it by another route. The two agree by definition, but `convert` did not unfold far enough to see this and left an equation between instances as a goal. `abel` works only on the first goal and can do nothing with that one. The messages don't show which instance it was.

The algebra itself was sound. The repair states the matrix equation outright as `e`, and `abel` proves it. `congrArg` turns `e` into an equality between two claims of positive semidefiniteness, and `Eq.mpr` uses that to carry the known claim (`h`, or `h1.add h2`) over to the required one. `exact` then compares the result with the goal, unfolding definitions as needed, so the two forms of the structure on ℂ are accepted as the same.

The mended proof, as a diff:

```diff
@@ -39,6 +39,7 @@
       ← mul_assoc, ← mul_assoc, a] at h
     rw [Matrix.le_iff]
-    convert h using 1
-    abel
+    have e : (P + Q)⁻¹ - (P⁻¹ - P⁻¹ * Q * P⁻¹) =
+        P⁻¹ * Q * P⁻¹ - (P⁻¹ - (P + Q)⁻¹) := by abel
+    exact Eq.mpr (congrArg (fun M : Matrix n n ℂ => M.PosSemidef) e) h
   · -- the difference is `R Q R + R Q P⁻¹ Q R` with `R = (P + Q)⁻¹`
     have h1 := hQ.conjTranspose_mul_mul_same (P + Q)⁻¹
@@ -48,6 +49,7 @@
       ← mul_assoc, ← mul_assoc, b] at h2
     rw [Matrix.le_iff]
-    convert h1.add h2 using 1
-    abel
+    have e : P⁻¹ - (P + Q)⁻¹ = (P + Q)⁻¹ * Q * (P + Q)⁻¹ +
+        (P⁻¹ - (P + Q)⁻¹ - (P + Q)⁻¹ * Q * (P + Q)⁻¹) := by abel
+    exact Eq.mpr (congrArg (fun M : Matrix n n ℂ => M.PosSemidef) e) (h1.add h2)
 
 end
```
